# The Pekeris relation for a Morse oscillator, from the harmonic frequency at the rotating equilibrium

For a rotating Morse oscillator with \(B, D, A > 0\), let \(\omega(t)\) be the harmonic frequency of the effective potential, centrifugal energy included, at the equilibrium bond length of the rotating molecule, where \(t\) is the rotational energy that it would have at its rest bond length. The vibration-rotation constant \(\alpha = -B\,\omega'(0)\) is then

\[
\alpha = \frac{6\left(\sqrt{wx\,B^3} - B^2\right)}{w}, \qquad w = \omega(0) = 2A\sqrt{BD}, \qquad wx = BA^2 .
\]

Here \(D\) is the well depth, \(B\) the rotational constant at the rest bond length \(r_e\), and \(A\) the dimensionless range parameter, which is the usual Morse parameter (an inverse length) times \(r_e\). The quantities \(B\), \(D\), \(t\) and \(\omega\) are all expressed in one energy unit. The symbol \(wx\) is a single quantity, which stands for the anharmonicity constant of the Morse levels. A harmonic well of frequency \(w\) gives \(\alpha = -6B^2/w\) instead.

Pekeris's name is usually attached to a treatment of the quantum levels. The derivation below reaches the same formula from the harmonic frequency alone and solves no Schrödinger equation.

```lean
import Mathlib

open Filter Topology

namespace VibrationRotationCoupling

noncomputable section
```

## A rotating bond and its equilibrium

Let \(x = (r - r_e)/r_e\) be the relative displacement of the bond length \(r\) from its rest value \(r_e\). With \(t = BJ(J+1)\) for rotational quantum number \(J\), the effective potential is

\[
U(x,t) = V(x) + \frac{t}{(1+x)^2}.
\]

All energies, \(B\) included, share one unit, and \(x\) is dimensionless. In Lean \(t\) is any real number, so derivatives at \(t=0\) are two-sided.

```lean
/-- Potential `V` plus the centrifugal energy `t / (1 + x)^2`, where `x` is the relative
displacement of the bond length; the domain is `x ≠ -1`. -/
def effective (V : ℝ → ℝ) (x t : ℝ) : ℝ := V x + t / (1 + x) ^ 2
```

Only the behaviour of \(V\) near its minimum matters: \(V'(0)=0\), \(V''(0)=k>0\) and \(V'''(0)=c\). In `IsWell`, the functions `V₁` and `V₂` are \(V'\) and \(V''\) near 0; the third derivative is needed at 0 only.

```lean
/-- A well with its minimum at `x = 0`: `V₁` and `V₂` are the first two derivatives of `V`
near `0`, the force constant is `k > 0` and the third derivative at `0` is `c`. -/
structure IsWell (V V₁ V₂ : ℝ → ℝ) (k c : ℝ) : Prop where
  d1 : ∀ᶠ y in 𝓝 0, HasDerivAt V (V₁ y) y
  d2 : ∀ᶠ y in 𝓝 0, HasDerivAt V₁ (V₂ y) y
  d3 : HasDerivAt V₂ c 0
  rest : V₁ 0 = 0
  curv : V₂ 0 = k
  pos : 0 < k
```

As \(t\) grows the equilibrium moves along a path \(x(t)\) with \(x(0)=0\) and \(U_x(x(t),t)=0\) for \(t\) near 0. Differentiability of the path at 0 is part of the definition; such a path is shown to exist below.

```lean
/-- A path `x t` of stationary points of the effective potential for small `t`, starting at
`x 0 = 0` and differentiable there. -/
structure IsEquilibrium (V x : ℝ → ℝ) : Prop where
  zero : x 0 = 0
  diff : DifferentiableAt ℝ x 0
  stationary : ∀ᶠ t in 𝓝 0, deriv (fun y => effective V y t) (x t) = 0
```

In these units the kinetic energy operator is \(-B\,d^2/dx^2\), so a force constant \(U_{xx}\) corresponds to the vibrational quantum

\[
\omega(t) = \sqrt{2B\,U_{xx}(x(t),t)} .
\]

```lean
/-- Harmonic frequency `sqrt (2 B U_xx)` of the effective potential at the point `x t`. -/
def frequency (B : ℝ) (V x : ℝ → ℝ) (t : ℝ) : ℝ :=
  √(2 * B * deriv (deriv (fun y => effective V y t)) (x t))
```

The vibrational energy \((v+\tfrac12)\,\omega(t)\), with \(v\) the vibrational quantum number, has the first-order term \((v+\tfrac12)\,\omega'(0)\,BJ(J+1)\). Spectroscopists write this term as \(-\alpha(v+\tfrac12)J(J+1)\), which fixes the sign and the factor \(B\) in the definition.

```lean
/-- The vibration-rotation constant: `-B` times the derivative of the frequency with respect
to `t` at `t = 0`. -/
def alpha (B : ℝ) (V x : ℝ → ℝ) : ℝ := -B * deriv (frequency B V x) 0
```

## Slope and curvature of the effective potential

For \(1+y\neq0\), the quotient rule gives

\[
\frac{d}{dy}\frac{a}{(1+y)^{n+1}} = -\frac{(n+1)\,a}{(1+y)^{n+2}} .
\]

```lean
/-- The derivative of an inverse power of the bond length, away from `x = -1`. -/
theorem hasDerivAt_inv_power (n : ℕ) (a : ℝ) {y : ℝ} (hy : 1 + y ≠ 0) :
    HasDerivAt (fun z => a / (1 + z) ^ (n + 1)) (-((n : ℝ) + 1) * a / (1 + y) ^ (n + 2)) y := by
  have h : HasDerivAt (fun z => a / (1 + z) ^ (n + 1))
      ((0 * (1 + y) ^ (n + 1) - a * (((n + 1 : ℕ) : ℝ) * (1 + y) ^ n * 1))
        / ((1 + y) ^ (n + 1)) ^ 2) y :=
    (hasDerivAt_const y a).fun_div (((hasDerivAt_id' y).const_add 1).fun_pow (n + 1))
      (pow_ne_zero _ hy)
  refine h.congr_deriv ?_
  rw [div_eq_div_iff (pow_ne_zero _ (pow_ne_zero _ hy)) (pow_ne_zero _ hy)]
  push_cast
  ring
```

Taking \(n=1\), \(a=t\), and then \(n=2\), \(a=2t\), gives near the minimum

\[
U_x = V'(y) - \frac{2t}{(1+y)^3}, \qquad U_{xx} = V''(y) + \frac{6t}{(1+y)^4}.
\]

The first formula holds on a whole neighbourhood of each such \(y\), which is what allows it to be differentiated again; `eventually_nhds` supplies that neighbourhood.

```lean
/-- Near the minimum of a well, the first two derivatives of the effective potential are
`V' - 2t/(1+y)^3` and `V'' + 6t/(1+y)^4`, and `1 + y` is nonzero. -/
theorem effective_derivs {V V₁ V₂ : ℝ → ℝ} {k c : ℝ} (W : IsWell V V₁ V₂ k c) :
    ∀ᶠ y in 𝓝 (0 : ℝ), 1 + y ≠ 0 ∧ ∀ t,
      deriv (fun z => effective V z t) y = V₁ y - 2 * t / (1 + y) ^ 3 ∧
      deriv (deriv (fun z => effective V z t)) y = V₂ y + 6 * t / (1 + y) ^ 4 := by
  have hne : ∀ᶠ y in 𝓝 (0 : ℝ), 1 + y ≠ 0 := by
    filter_upwards [eventually_gt_nhds (show (-1 : ℝ) < 0 by norm_num)] with y hy
    exact (by linarith : (0 : ℝ) < 1 + y).ne'
  have h1 : ∀ᶠ y in 𝓝 (0 : ℝ), ∀ t,
      deriv (fun z => effective V z t) y = V₁ y - 2 * t / (1 + y) ^ 3 := by
    filter_upwards [W.d1, hne] with y h hy t
    have h' : HasDerivAt (fun z => effective V z t) (V₁ y - 2 * t / (1 + y) ^ 3) y :=
      (h.fun_add (hasDerivAt_inv_power 1 t hy)).congr_deriv (by push_cast; ring)
    exact h'.deriv
  filter_upwards [h1, h1.eventually_nhds, W.d2, hne] with y ha hb hc hy
  refine ⟨hy, fun t => ⟨ha t, ?_⟩⟩
  have e : deriv (fun z => effective V z t) =ᶠ[𝓝 y] fun z => V₁ z - 2 * t / (1 + z) ^ 3 :=
    hb.mono fun z hz => hz t
  have h' : HasDerivAt (fun z => V₁ z - 2 * t / (1 + z) ^ 3) (V₂ y + 6 * t / (1 + y) ^ 4) y :=
    (hc.fun_sub (hasDerivAt_inv_power 2 (2 * t) hy)).congr_deriv (by push_cast; ring)
  rw [e.deriv_eq, h'.deriv]
```

## The equilibrium path exists

The condition \(U_x=0\) can be solved for \(t\):

\[
t = T(x), \qquad T(y) = \tfrac12 V'(y)(1+y)^3 .
\]

Its derivative is \(T'(y)=\tfrac12\left[V''(y)(1+y)^3+3V'(y)(1+y)^2\right]\), so \(T'(0)=k/2\neq0\). Since \(T'\) is continuous at 0, the inverse function theorem gives a local inverse \(x(t)\), differentiable at 0, with \(x(0)=0\). Every well therefore has an equilibrium path.

```lean
/-- Every well has an equilibrium path. -/
theorem exists_equilibrium {V V₁ V₂ : ℝ → ℝ} {k c : ℝ} (W : IsWell V V₁ V₂ k c) :
    ∃ x, IsEquilibrium V x := by
  -- stationarity reads `t = T x`, and `T` is invertible near the minimum
  obtain ⟨T, hT⟩ : ∃ T : ℝ → ℝ, ∀ y, T y = V₁ y * (1 + y) ^ 3 / 2 := ⟨_, fun _ => rfl⟩
  have hd : ∀ᶠ y in 𝓝 (0 : ℝ), HasDerivAt T
      ((V₂ y * (1 + y) ^ 3 + V₁ y * (3 * (1 + y) ^ 2)) / 2) y := by
    filter_upwards [W.d2] with y h
    rw [funext hT]
    exact ((h.fun_mul (((hasDerivAt_id' y).const_add 1).fun_pow 3)).div_const 2).congr_deriv
      (by push_cast; ring)
  have c1 : ContinuousAt V₁ 0 := W.d2.self_of_nhds.continuousAt
  have c2 : ContinuousAt V₂ 0 := W.d3.continuousAt
  have hs := hasStrictDerivAt_of_hasDerivAt_of_continuousAt hd (by fun_prop)
  have hk : (V₂ 0 * (1 + 0) ^ 3 + V₁ 0 * (3 * (1 + 0) ^ 2)) / 2 ≠ 0 := by
    rw [W.rest, W.curv]
    have := W.pos
    positivity
  have T0 : T 0 = 0 := by rw [hT, W.rest]; ring
  obtain ⟨x, hx0, hxd, hxT⟩ : ∃ x : ℝ → ℝ, x 0 = 0 ∧ DifferentiableAt ℝ x 0 ∧
      ∀ᶠ t in 𝓝 0, T (x t) = t := by
    have hF := hs.hasStrictFDerivAt_equiv hk
    have a1 := hF.to_localInverse
    have a2 := hF.eventually_right_inverse
    have a3 := hF.localInverse_apply_image
    rw [T0] at a1 a2 a3
    exact ⟨_, a3, a1.hasFDerivAt.differentiableAt, a2⟩
  have ht : Tendsto x (𝓝 0) (𝓝 0) := by simpa only [hx0] using hxd.continuousAt.tendsto
  refine ⟨x, hx0, hxd, ?_⟩
  filter_upwards [ht.eventually (effective_derivs W), hxT] with t h h'
  rw [hT] at h'
  rw [(h.2 t).1, sub_eq_zero, eq_div_iff (pow_ne_zero 3 h.1)]
  linarith
```

## Centrifugal stretching

Along any equilibrium path, \(2t = V'(x(t))\,(1+x(t))^3\). Differentiating at \(t=0\),

\[
2 = V''(0)\,x'(0) + 3V'(0)\,x'(0) = k\,x'(0),
\]

so \(x'(0)=2/k\). The proof differentiates the two sides separately and equates the results by uniqueness of the derivative.

```lean
/-- Centrifugal stretching: along an equilibrium path of a well the bond displacement grows
at the initial rate `2 / k`. -/
theorem centrifugal_shift {V V₁ V₂ x : ℝ → ℝ} {k c : ℝ} (W : IsWell V V₁ V₂ k c)
    (E : IsEquilibrium V x) : HasDerivAt x (2 / k) 0 := by
  have hx := E.diff.hasDerivAt
  have ht : Tendsto x (𝓝 0) (𝓝 0) := by simpa only [E.zero] using hx.continuousAt.tendsto
  have hV : HasDerivAt V₁ k (x 0) := by
    rw [E.zero, ← W.curv]
    exact W.d2.self_of_nhds
  have hL : HasDerivAt (fun t => V₁ (x t) * (1 + x t) ^ 3) (k * deriv x 0) 0 := by
    refine ((hV.comp (0 : ℝ) hx).fun_mul ((hx.const_add 1).fun_pow 3)).congr_deriv ?_
    simp [E.zero, W.rest]
  -- the equilibrium condition, cleared of its denominator
  have ev : (fun t : ℝ => 2 * t) =ᶠ[𝓝 0] fun t => V₁ (x t) * (1 + x t) ^ 3 := by
    filter_upwards [ht.eventually (effective_derivs W), E.stationary] with t h h'
    rw [(h.2 t).1, sub_eq_zero] at h'
    rw [h', div_mul_cancel₀ _ (pow_ne_zero 3 h.1)]
  have hu := (hL.congr_of_eventuallyEq ev).unique ((hasDerivAt_id' (0 : ℝ)).const_mul 2)
  exact hx.congr_deriv ((eq_div_iff W.pos.ne').2 (by linarith))
```

## How the frequency responds

Along the path the curvature is

\[
q(t) = V''(x(t)) + \frac{6t}{(1+x(t))^4}, \qquad q(0)=k .
\]

The chain rule gives \(c\,x'(0)=2c/k\) for the first term. The second contributes 6, because its numerator vanishes at \(t=0\). Hence

\[
\omega'(0) = \frac{2B\,(2c/k+6)}{2\sqrt{2Bk}} = \frac{2B\,(3+c/k)}{\sqrt{2Bk}} .
\]

In the code `hq` is the derivative of the second term, `hG` that of \(2Bq\), and `hS` takes the square root.

```lean
/-- For `B > 0`, the frequency along an equilibrium path of a well is `sqrt (2 B k)` at
`t = 0` and has the derivative `2 B (3 + c/k) / sqrt (2 B k)` there. -/
theorem frequency_slope {V V₁ V₂ x : ℝ → ℝ} {k c B : ℝ} (W : IsWell V V₁ V₂ k c)
    (E : IsEquilibrium V x) (hB : 0 < B) :
    frequency B V x 0 = √(2 * B * k) ∧
      HasDerivAt (frequency B V x) (2 * B * (3 + c / k) / √(2 * B * k)) 0 := by
  have hx := centrifugal_shift W E
  have ht : Tendsto x (𝓝 0) (𝓝 0) := by simpa only [E.zero] using hx.continuousAt.tendsto
  have hpos : 0 < 2 * B * k := mul_pos (by linarith) W.pos
  have f0 : 2 * B * (V₂ (x 0) + 6 * 0 / (1 + x 0) ^ 4) = 2 * B * k := by
    rw [E.zero, W.curv]; ring
  have ev : frequency B V x =ᶠ[𝓝 0]
      fun t => √(2 * B * (V₂ (x t) + 6 * t / (1 + x t) ^ 4)) := by
    filter_upwards [ht.eventually (effective_derivs W)] with t h
    rw [frequency, (h.2 t).2]
  have hV : HasDerivAt V₂ c (x 0) := by rw [E.zero]; exact W.d3
  have hq : HasDerivAt (fun t => 6 * t / (1 + x t) ^ 4) 6 0 := by
    refine (((hasDerivAt_id' (0 : ℝ)).const_mul (6 : ℝ)).fun_div
      ((hx.const_add 1).fun_pow 4) (by simp [E.zero])).congr_deriv ?_
    simp [E.zero]
  -- anharmonic change of curvature through the shift, plus the centrifugal curvature
  have hG : HasDerivAt (fun t => 2 * B * (V₂ (x t) + 6 * t / (1 + x t) ^ 4))
      (2 * B * (c * (2 / k) + 6)) 0 :=
    ((hV.comp (0 : ℝ) hx).fun_add hq).const_mul (2 * B)
  have hS := hG.sqrt (f0.trans_ne hpos.ne')
  refine ⟨ev.self_of_nhds.trans (congrArg Real.sqrt f0), ?_⟩
  refine (hS.congr_of_eventuallyEq ev).congr_deriv ?_
  simp only [f0]
  ring
```

Multiplying by \(-B\),

\[
\alpha = -\frac{2B^2(3+c/k)}{\sqrt{2Bk}} .
\]

Within this one-dimensional harmonic-frequency model, the second and third derivatives of a computed potential curve at its minimum, together with \(B\), therefore determine \(\alpha\).

```lean
/-- The vibration-rotation constant along an equilibrium path of any well, for `B > 0`, in terms of
the well's second and third derivatives `k` and `c` at the minimum. -/
theorem alpha_eq {V V₁ V₂ x : ℝ → ℝ} {k c B : ℝ} (W : IsWell V V₁ V₂ k c)
    (E : IsEquilibrium V x) (hB : 0 < B) :
    alpha B V x = -(2 * B ^ 2 * (3 + c / k)) / √(2 * B * k) := by
  rw [alpha, (frequency_slope W E hB).2.deriv]
  ring
```

The same expression factors as

\[
\alpha = \frac{2B^2}{k\sqrt{2Bk}}\,(-3k-c),
\]

with a positive prefactor. So \(\alpha>0\) exactly when \(c<-3k\): the softening of the stretched bond must outweigh the curvature added by the centrifugal term.

```lean
/-- For `B > 0`, the vibration-rotation constant along an equilibrium path of a well is positive
exactly when the third derivative at the minimum lies below `-3 k`. -/
theorem alpha_pos_iff {V V₁ V₂ x : ℝ → ℝ} {k c B : ℝ} (W : IsWell V V₁ V₂ k c)
    (E : IsEquilibrium V x) (hB : 0 < B) : 0 < alpha B V x ↔ c < -3 * k := by
  have hk := W.pos
  have hs : 0 < √(2 * B * k) := Real.sqrt_pos.2 (by positivity)
  have h : alpha B V x = 2 * B ^ 2 / (k * √(2 * B * k)) * (-3 * k - c) := by
    rw [alpha_eq W E hB]
    generalize √(2 * B * k) = s at hs
    rw [div_mul_eq_mul_div, div_eq_div_iff hs.ne' (by positivity)]
    have hc : c / k * k = c := div_mul_cancel₀ c hk.ne'
    linear_combination (-2 * B ^ 2 * s) * hc
  rw [h, mul_pos_iff_of_pos_left (by positivity)]
  constructor <;> intro h <;> linarith
```

## The Morse well

The Morse potential is \(V(x)=D(1-e^{-Ax})^2\).

```lean
/-- The Morse potential with depth `D` and range parameter `A`. -/
def morse (D A x : ℝ) : ℝ := D * (1 - Real.exp (-A * x)) ^ 2
```

With \(e=e^{-Ay}\), successive differentiation gives

\[
V' = 2DA\,e(1-e), \qquad V'' = 2DA^2\,e(2e-1), \qquad V''' = 2DA^3\,e(1-4e).
\]

At \(y=0\), where \(e=1\), these are \(0\), \(k=2DA^2\) and \(c=-6DA^3\).

```lean
/-- For `D, A > 0` the Morse potential is a well with second derivative `2 D A^2` and third
derivative `-6 D A^3` at its minimum. -/
theorem morse_isWell {D A : ℝ} (hD : 0 < D) (hA : 0 < A) :
    IsWell (morse D A)
      (fun y => 2 * D * A * (Real.exp (-A * y) * (1 - Real.exp (-A * y))))
      (fun y => 2 * D * A ^ 2 * (Real.exp (-A * y) * (2 * Real.exp (-A * y) - 1)))
      (2 * D * A ^ 2) (-6 * D * A ^ 3) := by
  have he (y : ℝ) : HasDerivAt (fun z => Real.exp (-A * z)) (-A * Real.exp (-A * y)) y :=
    ((hasDerivAt_id' y).const_mul (-A)).exp.congr_deriv (by ring)
  refine ⟨Eventually.of_forall fun y => ?_, Eventually.of_forall fun y => ?_, ?_, ?_, ?_,
    by positivity⟩
  · exact ((((he y).const_sub 1).fun_pow 2).const_mul D).congr_deriv (by push_cast; ring)
  · exact (((he y).fun_mul ((he y).const_sub 1)).const_mul (2 * D * A)).congr_deriv (by ring)
  · refine (((he 0).fun_mul (((he 0).const_mul 2).sub_const 1)).const_mul
      (2 * D * A ^ 2)).congr_deriv ?_
    simp only [mul_zero, Real.exp_zero]
    ring
  · simp
  · simp only [mul_zero, Real.exp_zero]
    ring
```

Therefore \(\sqrt{2Bk}=\sqrt{4A^2BD}=2A\sqrt{BD}=w\) and \(c/k=-3A\), so

\[
\alpha = -\frac{2B^2(3-3A)}{w} = \frac{6(AB^2-B^2)}{w} .
\]

Since \(\sqrt{wx\,B^3}=\sqrt{A^2B^4}=AB^2\), this is the stated relation. The theorem writes \(w\) and \(wx\) out in terms of \(A\), \(B\) and \(D\), and its first half identifies \(w\) with the frequency at \(t=0\). The reading of \(BA^2\) as the anharmonicity constant comes from the Morse level formula, which is not derived here.

```lean
/-- The Pekeris relation: for `B, D, A > 0`, along an equilibrium path, a Morse oscillator has
frequency `w = 2 A sqrt (B D)` at `t = 0` and `alpha = 6 (sqrt (wx B^3) - B^2) / w`, with
`wx = B A^2`. -/
theorem pekeris_relation {B D A : ℝ} {x : ℝ → ℝ} (hB : 0 < B) (hD : 0 < D) (hA : 0 < A)
    (E : IsEquilibrium (morse D A) x) :
    frequency B (morse D A) x 0 = 2 * A * √(B * D) ∧
      alpha B (morse D A) x =
        6 * (√((B * A ^ 2) * B ^ 3) - B ^ 2) / (2 * A * √(B * D)) := by
  have W := morse_isWell hD hA
  have hw : √(2 * B * (2 * D * A ^ 2)) = 2 * A * √(B * D) := by
    rw [show 2 * B * (2 * D * A ^ 2) = (2 * A) ^ 2 * (B * D) by ring,
      Real.sqrt_mul (sq_nonneg _), Real.sqrt_sq (by positivity)]
  have hwx : √((B * A ^ 2) * B ^ 3) = A * B ^ 2 := by
    rw [show (B * A ^ 2) * B ^ 3 = (A * B ^ 2) ^ 2 by ring, Real.sqrt_sq (by positivity)]
  have hc : -6 * D * A ^ 3 / (2 * D * A ^ 2) = -3 * A := by
    rw [div_eq_iff (by positivity)]
    ring
  refine ⟨(frequency_slope W E hB).1.trans hw, ?_⟩
  rw [alpha_eq W E hB, hw, hwx, hc]
  ring
```

## The harmonic well

For \(V(x)=w^2x^2/(4B)\) with \(B,w>0\), the derivatives are \(V'=w^2x/(2B)\), \(k=w^2/(2B)\) and \(c=0\). Then \(\sqrt{2Bk}=w\), and

\[
\alpha = -\frac{2B^2\cdot 3}{w} = -\frac{6B^2}{w} .
\]

With no cubic term to soften the bond, only the centrifugal curvature remains, and rotation raises the frequency.

```lean
/-- For `B, w > 0` the harmonic well `w^2 x^2 / (4 B)` has `alpha = -6 B^2 / w` along an equilibrium
path. -/
theorem harmonic_alpha {B w : ℝ} {x : ℝ → ℝ} (hB : 0 < B) (hw : 0 < w)
    (E : IsEquilibrium (fun y => w ^ 2 * y ^ 2 / (4 * B)) x) :
    alpha B (fun y => w ^ 2 * y ^ 2 / (4 * B)) x = -6 * B ^ 2 / w := by
  have W : IsWell (fun y => w ^ 2 * y ^ 2 / (4 * B)) (fun y => w ^ 2 / (2 * B) * y)
      (fun _ => w ^ 2 / (2 * B)) (w ^ 2 / (2 * B)) 0 := by
    refine ⟨Eventually.of_forall fun y => ?_, Eventually.of_forall fun y => ?_,
      hasDerivAt_const _ _, mul_zero _, rfl, by positivity⟩
    · exact (((hasDerivAt_pow 2 y).const_mul (w ^ 2)).div_const (4 * B)).congr_deriv
        (by push_cast; ring)
    · exact ((hasDerivAt_id' y).const_mul (w ^ 2 / (2 * B))).congr_deriv (mul_one _)
  have hs : √(2 * B * (w ^ 2 / (2 * B))) = w := by
    rw [mul_div_cancel₀ _ (by positivity : 2 * B ≠ 0), Real.sqrt_sq hw.le]
  rw [alpha_eq W E hB, hs, zero_div]
  ring

end

end VibrationRotationCoupling
```

```lean
#print axioms VibrationRotationCoupling.exists_equilibrium
#print axioms VibrationRotationCoupling.alpha_pos_iff
#print axioms VibrationRotationCoupling.pekeris_relation
#print axioms VibrationRotationCoupling.harmonic_alpha
```

```
'VibrationRotationCoupling.exists_equilibrium' depends on axioms: [propext, Classical.choice, Quot.sound]
'VibrationRotationCoupling.alpha_pos_iff' depends on axioms: [propext, Classical.choice, Quot.sound]
'VibrationRotationCoupling.pekeris_relation' depends on axioms: [propext, Classical.choice, Quot.sound]
'VibrationRotationCoupling.harmonic_alpha' depends on axioms: [propext, Classical.choice, Quot.sound]
```
